# Optimism of a Linear Fit under White Noise: Twice the Noise Variance Times the Trace of the Fit Matrix

Let y = f + ε be n data values with fixed true part f and random noise ε, and let Sy be the fitted values, where S is a fixed n by n matrix. Let y' = f + ε' be a fresh set of data at the same n points. If ε and ε' are independent, each with zero mean and covariance σ²I, then

E‖y' − Sy‖² − E‖y − Sy‖² = 2σ² tr S.

The first term is the prediction error, the second is the training error, and their difference is called the optimism of the fit. For least squares with p parameters and an invertible normal matrix, it equals 2σ²p.

## A fit partly follows its own noise

With at least one parameter and non-zero noise, a least-squares fit is on average judged too kindly by the data that produced it. Its coefficients respond to the noise in those data, so the fitted values move towards the noisy values. Fresh noise has no such connection with the fit.

The identity measures this effect for any method whose fitted values depend linearly on the data. Polynomial regression on a fixed grid is one example, and ridge regression with a fixed penalty is another. In electronic structure, it applies to an energy surface fitted by a fixed linear method to Monte Carlo energies, provided that the statistical errors have zero mean and equal variance, are independent between geometries and between the original and fresh calculations, and the fresh energies are taken at the same geometries.

Two extreme cases show the scale. If S = 0, the fit ignores the data and the optimism is zero. If S = I, the fit reproduces the data, so the training error is zero, while the prediction error is E‖ε' − ε‖² = 2nσ².

## The noise terms that survive averaging

Allow first a general common covariance matrix C, so that E ε_i ε_j = E ε'_i ε'_j = C_ij. Write r_i = f_i − (Sf)_i for the residual that would remain without noise. Then

y'_i − (Sy)_i = r_i + ε'_i − (Sε)_i,

y_i − (Sy)_i = r_i + ε_i − (Sε)_i.

Subtracting the squares removes r_i² and (Sε)_i², and leaves

(y'_i − (Sy)_i)² − (y_i − (Sy)_i)²
= (ε'_i² − ε_i²) + 2r_i(ε'_i − ε_i) + 2(ε_i − ε'_i)(Sε)_i.

With (Sε)_i = Σ_j S_ij ε_j, the last term becomes

Σ_j 2S_ij(ε_j ε_i − ε'_i ε_j).

Now take expectations:

- The first bracket gives C_ii − C_ii = 0, because both noises have the same covariance.
- The term with r_i gives zero, because both noises have zero mean.
- Independence gives E ε'_i ε_j = (E ε'_i)(E ε_j) = 0.
- The remaining product has expectation E ε_j ε_i = C_ji.

Summing over i gives

E‖y' − Sy‖² − E‖y − Sy‖² = 2 Σ_i Σ_j S_ij C_ji = 2 tr(SC).

For C = σ²I this is 2σ² tr S. The true part f has disappeared, so the result holds however badly the fit describes f.

Moving the training error to the other side shows that ‖y − Sy‖² + 2σ² tr S has the prediction error as its expectation. When σ² is known, this gives an unbiased estimate from a single data set.

## Counting parameters in least squares

Let X be an n by p design matrix with XᵀX invertible. The least-squares coefficients are (XᵀX)⁻¹Xᵀy, so the fitted values are Hy with

H = X(XᵀX)⁻¹Xᵀ.

The cyclic property of the trace gives

tr H = tr((XᵀX)⁻¹XᵀX) = tr I_p = p,

where I_p is the p by p identity matrix. The optimism is therefore 2σ²p. The true part f need not lie in the column space of X.

## How the Lean statement describes the data

The finite type `ι` labels the data points and `κ` labels the parameters. A noise vector is a function `ε : Ω → ι → ℝ` on a space `Ω` with probability measure `μ`. The true part `f` and the matrix `S` do not depend on the random outcome `ω`.

The predicate `IsNoise μ ε C` says that every component is square integrable, has zero mean, and has second moments given by `C`. Since the mean is zero, these second moments are the covariances. No Gaussian shape is assumed. White noise is expressed by `σ ^ 2 • 1`, with `1` the identity matrix; this stands for equal error bars and no correlation between data points.

The function `sqErr` is the sum of squared differences, without division by n. `predictionError` and `trainingError` are its expectations for the fresh data and for the fitted data. The hypothesis `IndepFun ε ε' μ` makes the two noise vectors independent as wholes. Components within one vector may be correlated, and `optimism_of_covariance` treats that case.

In `optimism_leastSquares`, the hypothesis `hX` says that the determinant of XᵀX is invertible, which means that the columns of X are linearly independent. The number p is `Fintype.card κ`.

The statements concern a fixed linear fit and fresh data at the original points. They do not treat a penalty or basis selected with the same data, a nonlinear fit, or prediction at new points.

## The complete Lean file

```lean
import Mathlib

open MeasureTheory ProbabilityTheory Matrix
open scoped NNReal

namespace OptimismIdentity

noncomputable section

variable {Ω ι κ : Type*} [MeasurableSpace Ω] [Fintype ι] [Fintype κ]
  {μ : Measure Ω} {ε ε' : Ω → ι → ℝ} {C : Matrix ι ι ℝ}

/-- Square-integrable noise with zero mean and covariance matrix `C`. -/
structure IsNoise (μ : Measure Ω) (ε : Ω → ι → ℝ) (C : Matrix ι ι ℝ) : Prop where
  memLp : ∀ i, MemLp (fun ω => ε ω i) 2 μ
  mean : ∀ i, ∫ ω, ε ω i ∂μ = 0
  cov : ∀ i j, ∫ ω, ε ω i * ε ω j ∂μ = C i j

/-- The squared Euclidean distance between data `u` and fitted values `v`. -/
def sqErr (u v : ι → ℝ) : ℝ := ∑ i, (u i - v i) ^ 2

/-- Expected squared error of the linear fit `S (f + ε)` on the fresh data `f + ε'`. -/
def predictionError (μ : Measure Ω) (f : ι → ℝ) (ε ε' : Ω → ι → ℝ)
    (S : Matrix ι ι ℝ) : ℝ :=
  ∫ ω, sqErr (f + ε' ω) (S *ᵥ (f + ε ω)) ∂μ

/-- Expected squared error of the linear fit `S y` on the data `y = f + ε` it was fitted to. -/
def trainingError (μ : Measure Ω) (f : ι → ℝ) (ε : Ω → ι → ℝ) (S : Matrix ι ι ℝ) : ℝ :=
  ∫ ω, sqErr (f + ε ω) (S *ᵥ (f + ε ω)) ∂μ

/-- For fixed noise vectors `e`, `e'`, the excess error on fresh data is a sum of terms
linear and quadratic in the noise. -/
theorem sqErr_sub_sqErr (S : Matrix ι ι ℝ) (f e e' : ι → ℝ) :
    sqErr (f + e') (S *ᵥ (f + e)) - sqErr (f + e) (S *ᵥ (f + e)) =
      ∑ i, ((e' i * e' i - e i * e i) + 2 * (f i - (S *ᵥ f) i) * (e' i - e i)
        + ∑ j, 2 * S i j * (e j * e i - e' i * e j)) := by
  unfold sqErr
  rw [← Finset.sum_sub_distrib]
  refine Finset.sum_congr rfl fun i _ => ?_
  have h : ∑ j, 2 * S i j * (e j * e i - e' i * e j) = 2 * (e i - e' i) * (S *ᵥ e) i := by
    simp only [Matrix.mulVec, dotProduct, Finset.mul_sum]
    exact Finset.sum_congr rfl fun j _ => by ring
  rw [h, Matrix.mulVec_add]
  simp only [Pi.add_apply]
  ring

/-- The squared error of a linear fit to noisy data is integrable. -/
theorem integrable_sqErr [IsProbabilityMeasure μ] (h : IsNoise μ ε C) (h' : IsNoise μ ε' C)
    (f : ι → ℝ) (S : Matrix ι ι ℝ) :
    Integrable (fun ω => sqErr (f + ε' ω) (S *ᵥ (f + ε ω))) μ := by
  unfold sqErr
  refine integrable_finsetSum _ fun i _ => ?_
  have hS : MemLp (fun ω => (S *ᵥ (f + ε ω)) i) 2 μ :=
    memLp_finsetSum Finset.univ fun j _ =>
      ((memLp_const (f j)).add (h.memLp j)).const_mul (S i j)
  exact (((memLp_const (f i)).add (h'.memLp i)).sub hS).integrable_sq

/-- For independent noises with the same covariance `C`, prediction error exceeds training
error by `2 tr (S C)`. -/
theorem optimism_of_covariance [IsProbabilityMeasure μ] (h : IsNoise μ ε C)
    (h' : IsNoise μ ε' C) (hind : IndepFun ε ε' μ) (f : ι → ℝ) (S : Matrix ι ι ℝ) :
    predictionError μ f ε ε' S - trainingError μ f ε S = 2 * (S * C).trace := by
  -- independence removes the cross covariance
  have cross : ∀ i j, ∫ ω, ε' ω i * ε ω j ∂μ = 0 := fun i j => by
    have hi : IndepFun (fun ω => ε' ω i) (fun ω => ε ω j) μ :=
      hind.symm.comp (measurable_pi_apply i) (measurable_pi_apply j)
    rw [hi.integral_fun_mul_eq_mul_integral (h'.memLp i).aestronglyMeasurable
      (h.memLp j).aestronglyMeasurable, h.mean j, mul_zero]
  have a i : Integrable (fun ω => ε ω i) μ := (h.memLp i).integrable one_le_two
  have a' i : Integrable (fun ω => ε' ω i) μ := (h'.memLp i).integrable one_le_two
  have p i j : Integrable (fun ω => ε ω i * ε ω j) μ := (h.memLp i).integrable_mul (h.memLp j)
  have p' i : Integrable (fun ω => ε' ω i * ε' ω i) μ :=
    (h'.memLp i).integrable_mul (h'.memLp i)
  have q i j : Integrable (fun ω => ε' ω i * ε ω j) μ :=
    (h'.memLp i).integrable_mul (h.memLp j)
  have I1 i : Integrable (fun ω => ε' ω i * ε' ω i - ε ω i * ε ω i) μ := (p' i).sub (p i i)
  have I2 i : Integrable (fun ω => 2 * (f i - (S *ᵥ f) i) * (ε' ω i - ε ω i)) μ :=
    ((a' i).sub (a i)).const_mul _
  have I12 i : Integrable (fun ω => (ε' ω i * ε' ω i - ε ω i * ε ω i)
      + 2 * (f i - (S *ᵥ f) i) * (ε' ω i - ε ω i)) μ := (I1 i).add (I2 i)
  have I3 i j : Integrable (fun ω => 2 * S i j * (ε ω j * ε ω i - ε' ω i * ε ω j)) μ :=
    ((p j i).sub (q i j)).const_mul _
  have I3s i : Integrable (fun ω => ∑ j, 2 * S i j * (ε ω j * ε ω i - ε' ω i * ε ω j)) μ :=
    integrable_finsetSum _ fun j _ => I3 i j
  have E3 i j : ∫ ω, 2 * S i j * (ε ω j * ε ω i - ε' ω i * ε ω j) ∂μ = 2 * S i j * C j i := by
    rw [integral_const_mul, integral_sub (p j i) (q i j), h.cov, cross, sub_zero]
  have hR : 2 * (S * C).trace = ∑ i, ∑ j, 2 * S i j * C j i := by
    simp [Matrix.trace, Matrix.mul_apply, Finset.mul_sum, mul_assoc]
  -- integrate the pointwise identity term by term
  rw [predictionError, trainingError,
    ← integral_sub (integrable_sqErr h h' f S) (integrable_sqErr h h f S)]
  simp_rw [sqErr_sub_sqErr]
  rw [hR, integral_finsetSum]
  · refine Finset.sum_congr rfl fun i _ => ?_
    rw [integral_add (I12 i) (I3s i), integral_add (I1 i) (I2 i), integral_sub (p' i) (p i i),
      h'.cov, h.cov, integral_const_mul, integral_sub (a' i) (a i), h'.mean, h.mean,
      integral_finsetSum _ (fun j _ => I3 i j), Finset.sum_congr rfl (fun j _ => E3 i j)]
    ring
  · exact fun i _ => (I12 i).add (I3s i)

/-- Optimism identity: for independent noises of covariance `σ² I`, prediction error exceeds
training error by `2 σ² tr S`. -/
theorem optimism_identity [DecidableEq ι] [IsProbabilityMeasure μ] {σ : ℝ}
    (h : IsNoise μ ε (σ ^ 2 • 1)) (h' : IsNoise μ ε' (σ ^ 2 • 1))
    (hind : IndepFun ε ε' μ) (f : ι → ℝ) (S : Matrix ι ι ℝ) :
    predictionError μ f ε ε' S - trainingError μ f ε S = 2 * σ ^ 2 * S.trace := by
  rw [optimism_of_covariance h h' hind, Matrix.mul_smul, Matrix.mul_one, Matrix.trace_smul,
    smul_eq_mul, mul_assoc]

/-- The matrix `X (XᵀX)⁻¹ Xᵀ`, which is the least-squares hat matrix of the design matrix `X` when
`XᵀX` is invertible. -/
def hatMatrix [DecidableEq κ] (X : Matrix ι κ ℝ) : Matrix ι ι ℝ := X * (Xᵀ * X)⁻¹ * Xᵀ

/-- For independent noises of covariance `σ² I` and a least-squares fit with invertible `XᵀX`,
prediction error exceeds training error by `2 σ²` times the number of fitted parameters. -/
theorem optimism_leastSquares [DecidableEq ι] [DecidableEq κ] [IsProbabilityMeasure μ] {σ : ℝ}
    (h : IsNoise μ ε (σ ^ 2 • 1)) (h' : IsNoise μ ε' (σ ^ 2 • 1))
    (hind : IndepFun ε ε' μ) (f : ι → ℝ) (X : Matrix ι κ ℝ) (hX : IsUnit (Xᵀ * X).det) :
    predictionError μ f ε ε' (hatMatrix X) - trainingError μ f ε (hatMatrix X)
      = 2 * σ ^ 2 * Fintype.card κ := by
  rw [optimism_identity h h' hind, hatMatrix, Matrix.mul_assoc, Matrix.trace_mul_comm,
    Matrix.mul_assoc, Matrix.nonsing_inv_mul _ hX, Matrix.trace_one]

/-- The law of a vector of independent centred Gaussians of standard deviation `σ`. -/
abbrev gaussianLaw (ι : Type*) [Fintype ι] (σ : ℝ≥0) : Measure (ι → ℝ) :=
  Measure.pi fun _ => gaussianReal 0 (σ ^ 2)

/-- The expectation of a function of a random variable is its integral over the law. -/
theorem integral_comp_law {β : Type*} [MeasurableSpace β] {ν : Measure β} {g : Ω → β}
    (hg : MeasurePreserving g μ ν) {φ : β → ℝ} (hφ : Measurable φ) :
    ∫ ω, φ (g ω) ∂μ = ∫ x, φ x ∂ν := by
  rw [← hg.map_eq]
  exact (integral_map hg.measurable.aemeasurable hφ.aestronglyMeasurable).symm

/-- A vector drawn from the Gaussian law is noise of covariance `σ² I`. -/
theorem isNoise_gaussian [DecidableEq ι] (σ : ℝ≥0) {g : Ω → ι → ℝ}
    (hg : MeasurePreserving g μ (gaussianLaw ι σ)) : IsNoise μ g ((σ : ℝ) ^ 2 • 1) := by
  have hm : ∀ i, MeasurePreserving (fun x : ι → ℝ => x i) (gaussianLaw ι σ)
      (gaussianReal 0 (σ ^ 2)) := fun i => measurePreserving_eval _ i
  have h2 : MemLp (id : ℝ → ℝ) 2 (gaussianReal 0 (σ ^ 2)) := by
    have h := memLp_id_gaussianReal (μ := 0) (v := σ ^ (2 : ℕ)) 2
    exact_mod_cast h
  have h0 : ∫ t, t ∂(gaussianReal 0 (σ ^ 2)) = 0 := integral_id_gaussianReal
  refine ⟨fun i => h2.comp_measurePreserving ((hm i).comp hg),
    fun i => (integral_comp_law ((hm i).comp hg) measurable_id).trans h0, fun i j => ?_⟩
  by_cases hij : i = j
  · subst hij
    have hv := variance_of_integral_eq_zero (μ := gaussianReal 0 (σ ^ 2))
      (X := id) aemeasurable_id h0
    rw [variance_id_gaussianReal] at hv
    simp only [id_eq] at hv
    have e : ∫ ω, g ω i ^ 2 ∂μ = ∫ t, t ^ 2 ∂(gaussianReal 0 (σ ^ 2)) :=
      integral_comp_law ((hm i).comp hg) (φ := fun t => t ^ 2) (by fun_prop)
    rw [← hv] at e
    simpa [pow_two] using e
  · -- different components are independent with zero mean, so their mixed moment vanishes
    have hI : IndepFun (fun x : ι → ℝ => x i) (fun x => x j) (gaussianLaw ι σ) :=
      (iIndepFun_pi (μ := fun _ : ι => gaussianReal 0 (σ ^ 2))
        (X := fun _ => (id : ℝ → ℝ)) (fun _ => aemeasurable_id)).indepFun hij
    have hz : ∫ x : ι → ℝ, x j ∂(gaussianLaw ι σ) = 0 :=
      (integral_comp_law (hm j) measurable_id).trans h0
    have e : ∫ ω, g ω i * g ω j ∂μ = ∫ x : ι → ℝ, x i * x j ∂(gaussianLaw ι σ) :=
      integral_comp_law hg (φ := fun x => x i * x j) (by fun_prop)
    rw [e, hI.integral_fun_mul_eq_mul_integral (measurable_pi_apply i).aestronglyMeasurable
      (measurable_pi_apply j).aestronglyMeasurable, hz, mul_zero]
    simp [hij]

/-- Two independent draws from the Gaussian law satisfy the noise hypotheses of the optimism
identity. -/
theorem optimism_identity_witness [DecidableEq ι] (σ : ℝ≥0) :
    IsNoise ((gaussianLaw ι σ).prod (gaussianLaw ι σ)) Prod.fst ((σ : ℝ) ^ 2 • 1) ∧
    IsNoise ((gaussianLaw ι σ).prod (gaussianLaw ι σ)) Prod.snd ((σ : ℝ) ^ 2 • 1) ∧
    IndepFun Prod.fst Prod.snd ((gaussianLaw ι σ).prod (gaussianLaw ι σ)) :=
  ⟨isNoise_gaussian σ measurePreserving_fst, isNoise_gaussian σ measurePreserving_snd,
    indepFun_prod measurable_id measurable_id⟩

end

end OptimismIdentity
```

```lean
#print axioms OptimismIdentity.optimism_leastSquares
```

```
'OptimismIdentity.optimism_leastSquares' depends on axioms: [propext, Classical.choice, Quot.sound]
```

## From the pointwise identity to the expectation

`sqErr_sub_sqErr` is the algebra for fixed noise vectors. It combines the two sums into one and compares them term by term. The auxiliary equation `h` collects the sum over `j` into 2(ε_i − ε'_i)(Sε)_i, and `ring` then checks the difference of squares.

`integrable_sqErr` ensures that the errors are genuine expectations. Each component of Sy is a finite linear combination of square-integrable functions, so each residual is square integrable and its square is integrable. The lemma is used once with fresh noise and once with `ε` in both places, which covers the training error.

`optimism_of_covariance` carries out the averaging:

- `cross` turns independence of the vectors into independence of the components, factorises E ε'_i ε_j, and uses the zero mean of ε_j.
- The facts from `a` to `I3s` establish integrability of each part, which is needed to split the integral of a sum.
- `E3` evaluates the bilinear term as 2S_ij C_ji.
- `hR` writes 2 tr(SC) as the corresponding double sum.

The proof then joins the two errors into one integral, inserts the pointwise identity, and integrates it term by term. The fields `cov` and `mean` remove the same terms as in the derivation above.

`optimism_identity` substitutes C = σ²I and takes the scalar out of the trace. `optimism_leastSquares` moves a factor around the trace, cancels XᵀX against its inverse, and obtains the trace of the identity matrix on the parameters.

## Gaussian noise as an example

The last part of the file shows that the noise assumptions are satisfied by a familiar model. `gaussianLaw ι σ` is the law of independent Gaussian components with zero mean and standard deviation σ ≥ 0.

`integral_comp_law` computes an expectation from the law of a random variable. With it, `isNoise_gaussian` checks the three conditions in `IsNoise`. Square integrability and the mean come from the one-dimensional Gaussian. For the covariance, the proof separates two cases: equal indices give the variance σ², and different indices give zero by independence and the zero mean.

`optimism_identity_witness` takes two independent draws from this law, represented by the two projections of a product space. Both are noise of covariance σ²I, and they are independent of each other, for any finite number of data points.
